# Linear mixing converges to a given solution of a finite, real symmetric linear system from every start exactly when every eigenmode of the error is damped

Linear mixing seeks a solution of `A x = b` by repeatedly adding the residual `b - A x`, scaled by a fixed real number `a`, to the current iterate. The theorem `converges_iff_modes_damped` takes a symmetric `A` on a finite-dimensional real inner product space and a given solution `xs`, and states that the iterates tend to `xs` from every start if and only if `|1 - a * μ| < 1` for every eigenvalue `μ` of `A`. Both directions rest on the earlier lemma that each step multiplies the error's component along an eigenvector by `1 - a * μ`. For the forward direction, the attempt starts with an error equal to one eigenvector `v`, not necessarily normalised, and divides its amplitude by `inner ℝ v v` to get powers of `1 - a * μ` that must tend to zero. For the converse, it expands the error in an orthonormal eigenbasis and shows that every coefficient decays.

The first attempt, which Lean rejects:

```lean
import Mathlib

open Filter Topology

namespace ConvergesIffModesDamped

variable {E : Type*} [NormedAddCommGroup E] [InnerProductSpace ℝ E]

/-- One step of linear mixing for the equation `A x = b`: the residual `b - A x`, scaled by the
mixing parameter `a`, is added to the current iterate. -/
def mix (A : E →ₗ[ℝ] E) (b : E) (a : ℝ) (x : E) : E := x + a • (b - A x)

variable {A : E →ₗ[ℝ] E} {b xs : E} {a : ℝ}

/-- If `xs` solves `A x = b`, one mixing step turns the error `e = x - xs` into `e - a A e`. -/
theorem mix_sub_solution (hs : A xs = b) (x : E) :
    mix A b a x - xs = (x - xs) - a • A (x - xs) := by
  subst hs
  rw [mix, map_sub]
  module

/-- For symmetric `A` and a solution `xs` of `A x = b`, the component of the error along an
eigenvector with eigenvalue `μ` is multiplied by `1 - a μ` in every step. -/
theorem mode_amplitude (hA : A.IsSymmetric) (hs : A xs = b) {v : E} {μ : ℝ}
    (hv : A v = μ • v) (k : ℕ) (x : E) :
    inner ℝ v ((mix A b a)^[k] x - xs) = (1 - a * μ) ^ k * inner ℝ v (x - xs) := by
  induction k with
  | zero => simp
  | succ k ih =>
    -- symmetry moves `A` from the error onto the eigenvector
    rw [Function.iterate_succ_apply', mix_sub_solution hs, inner_sub_right,
      real_inner_smul_right, ← hA v, hv, real_inner_smul_left, ih]
    ring

variable [FiniteDimensional ℝ E]

/-- For symmetric `A` in finite dimension, linear mixing converges to the solution `xs` of
`A x = b` from every start exactly when `|1 - a μ| < 1` for every eigenvalue `μ` of `A`. -/
theorem converges_iff_modes_damped (hA : A.IsSymmetric) (hs : A xs = b) :
    (∀ x, Tendsto (fun k : ℕ => (mix A b a)^[k] x) atTop (𝓝 xs)) ↔
      ∀ μ : ℝ, Module.End.HasEigenvalue A μ → |1 - a * μ| < 1 := by
  constructor
  · -- start with an error along one eigenvector and watch its amplitude
    intro h μ hμ
    obtain ⟨v, hv⟩ := hμ.exists_hasEigenvector
    have hne : (inner ℝ v v : ℝ) ≠ 0 := inner_self_ne_zero.mpr hv.2
    have hlim : Tendsto (fun k : ℕ => (inner ℝ v ((mix A b a)^[k] (xs + v) - xs) : ℝ))
        atTop (𝓝 0) := by
      have h1 := (tendsto_const_nhds (x := v)).inner ((h (xs + v)).sub_const xs)
      simpa only [sub_self, inner_zero_right] using h1
    simp only [mode_amplitude hA hs hv.apply_eq_smul, add_sub_cancel_left] at hlim
    have h2 := hlim.div_const (inner ℝ v v)
    simp only [mul_div_cancel_right₀ _ hne, zero_div] at h2
    exact tendsto_pow_atTop_nhds_zero_iff.mp h2
  · -- expand the error in an orthonormal eigenbasis; each amplitude decays
    intro h x
    let B := hA.eigenvectorBasis rfl
    have hlim : Tendsto
        (fun k : ℕ => ∑ i, (inner ℝ (B i) ((mix A b a)^[k] x - xs) : ℝ) • B i)
        atTop (𝓝 (∑ i, (0 : ℝ) • B i)) := by
      refine tendsto_finset_sum _ fun i _ => ?_
      have hv := hA.hasEigenvector_eigenvectorBasis rfl i
      have hp := (tendsto_pow_atTop_nhds_zero_iff.mpr
        (h _ (Module.End.hasEigenvalue_of_hasEigenvector hv))).mul_const
          (inner ℝ (B i) (x - xs))
      rw [zero_mul] at hp
      refine Tendsto.smul_const ?_ _
      exact hp.congr fun k => (mode_amplitude hA hs hv.apply_eq_smul k x).symm
    have h3 := hlim.add_const xs
    simpa only [B.sum_repr', sub_add_cancel, zero_smul, Finset.sum_const_zero,
      zero_add] using h3

end ConvergesIffModesDamped
```

Messages:

```
Main.lean:49:17: error: typeclass instance problem is stuck
  InnerProductSpace ?m.131 E

Note: Lean will not try to resolve this typeclass instance problem because the first and third type arguments to `InnerProductSpace` are metavariables. These arguments must be fully determined before Lean will try to resolve the typeclass.

Hint: Adding type annotations and supplying implicit arguments to functions can give Lean more information for typeclass resolution. For example, if you have a variable `x` that you intend to be a `Nat`, but Lean reports it as having an unresolved type like `?m`, replacing `x` with `(x : Nat)` can get typeclass resolution un-stuck.
Main.lean:61:13: warning: `tendsto_finset_sum` has been deprecated: Use `tendsto_finsetSum` instead
```

Lean accepts the file once it reads:

```diff
@@ -47,5 +47,7 @@
     have hlim : Tendsto (fun k : ℕ => (inner ℝ v ((mix A b a)^[k] (xs + v) - xs) : ℝ))
         atTop (𝓝 0) := by
-      have h1 := (tendsto_const_nhds (x := v)).inner ((h (xs + v)).sub_const xs)
+      have h1 : Tendsto (fun k : ℕ => (inner ℝ v ((mix A b a)^[k] (xs + v) - xs) : ℝ))
+          atTop (𝓝 (inner ℝ v (xs - xs))) :=
+        Filter.Tendsto.inner tendsto_const_nhds ((h (xs + v)).sub_const xs)
       simpa only [sub_self, inner_zero_right] using h1
     simp only [mode_amplitude hA hs hv.apply_eq_smul, add_sub_cancel_left] at hlim
@@ -59,5 +61,5 @@
         (fun k : ℕ => ∑ i, (inner ℝ (B i) ((mix A b a)^[k] x - xs) : ℝ) • B i)
         atTop (𝓝 (∑ i, (0 : ℝ) • B i)) := by
-      refine tendsto_finset_sum _ fun i _ => ?_
+      refine tendsto_finsetSum _ fun i _ => ?_
       have hv := hA.hasEigenvector_eigenvectorBasis rfl i
       have hp := (tendsto_pow_atTop_nhds_zero_iff.mpr
```

Diagnosis. The error is in the forward direction, at `h1`, which says that the inner product of `v` with the error converges. `Filter.Tendsto.inner` works for real or complex scalars, but its two hypotheses only say that vectors in `E` converge, which doesn't tell Lean which scalars the inner product uses. As `h1` had no stated type, nothing else settled the matter, and Lean was left looking for `InnerProductSpace ?m.131 E` with the scalar field unknown.

The repair states the type of `h1` with `inner ℝ`, which fixes the field as `ℝ` and lets the instance be found. The stated limit also contains `v`, so the explicit `(x := v)` can go. Writing `Filter.Tendsto.inner` in full instead of with dot notation names the same lemma and doesn't itself supply the missing field.

The other message is only a deprecation warning, and replacing `tendsto_finset_sum` with `tendsto_finsetSum` is tidying.
